# Symmetric orthogonalization of linearly independent projected orbitals gives the closest orthonormal set in the target subspace

Take an electron on two sites, and let the low-energy space be spanned by the bonding state $b=(1,1)^T/\sqrt2$. The atomic state on the first site is $v=(1,0)^T$. A normalised state in the low-energy space has the form $w=e^{i\varphi}b$, so only its phase is free, and

$$\|w-v\|^2 = 2-2\,\mathrm{Re}(w^\dagger v)=2-\sqrt2\cos\varphi .$$

The distance is smallest at $\varphi=0$ and nowhere else, up to multiples of $2\pi$. The best state is the projection of $v$, which is $(1/2,1/2)^T$, divided by its norm. For several states, the phase is replaced by a choice of orthonormal set, and the norm by the square root of an overlap matrix.

## The distance and its excess over the minimum

Let $P$ be a Hermitian projector on $\mathbb C^n$, and let the $m$ columns of the $n\times m$ matrix $V$ be atomic states. Assume that $PV$ has rank $m$: the projected states are linearly independent, so no combination of the atomic states with a nonzero coefficient lies entirely in the space that $P$ removes. Define

$$G=V^\dagger PV,\qquad W_0=PV\,G^{-1/2}.$$

The columns of $W_0$ are orthonormal and lie in the range of $P$. For every $W$ with $W^\dagger W=1$ and $PW=W$,

$$\|W-V\|^2=\|W_0-V\|^2+\|(W-W_0)\,G^{1/4}\|^2 ,$$

where $\|A\|^2=\sum_{ij}|A_{ij}|^2$ is the squared Frobenius norm. The last term is positive unless $W=W_0$, so $W_0$ is the unique minimizer.

## Projected orbitals in downfolding and DMFT codes

A code that builds correlated orbitals for DMFT, or a basis for a strong-coupling effective Hamiltonian, may project trial states onto a chosen set of eigenstates and multiply by the inverse square root of the overlap matrix of the projected states. For a finite basis and a fixed projector, the identity says that this step changes the trial states as little as orthonormality and the subspace allow, in the summed squared distance.

## From the overlap matrix to a positive excess

Since $P^\dagger=P=P^2$, we have $G=(PV)^\dagger(PV)$. For a nonzero vector $c$, full column rank gives $c^\dagger Gc=\|PVc\|^2>0$. All eigenvalues $\lambda_i$ of $G$ are therefore positive. With $G=U\,\mathrm{diag}(\lambda_i)\,U^\dagger$ and $U$ unitary, the powers $G^s=U\,\mathrm{diag}(\lambda_i^s)\,U^\dagger$ are Hermitian, and their exponents add under multiplication.

The state matrix $W_0$ meets both constraints:

$$W_0^\dagger W_0=G^{-1/2}V^\dagger P^2V\,G^{-1/2}=G^{-1/2}GG^{-1/2}=1,\qquad PW_0=P^2VG^{-1/2}=W_0 .$$

Write $T=G^{1/4}$ and $S=T^2=G^{1/2}$. Then $W_0S=PV$.

Now let $W$ be any matrix that meets the constraints. From $PW=W$ follows $W^\dagger V=W^\dagger PV$, and so

$$\begin{aligned}
\|W-V\|^2&=\mathrm{tr}(W^\dagger W)+\mathrm{tr}(V^\dagger V)-\mathrm{tr}(W^\dagger V)-\mathrm{tr}(V^\dagger W)\\
&=m+\mathrm{tr}(V^\dagger V)-\mathrm{tr}(W^\dagger PV)-\mathrm{tr}((PV)^\dagger W)\\
&=m+\mathrm{tr}(V^\dagger V)-\mathrm{tr}(W^\dagger W_0S)-\mathrm{tr}(W_0^\dagger WS).
\end{aligned}$$

The last line uses $PV=W_0S$ and the cyclic property of the trace. For $W=W_0$ the two final traces are both $\mathrm{tr}\,S$. Subtracting that case gives

$$\begin{aligned}
\|W-V\|^2-\|W_0-V\|^2
&=\mathrm{tr}\big[(2-W^\dagger W_0-W_0^\dagger W)S\big]\\
&=\mathrm{tr}\big[(W-W_0)^\dagger(W-W_0)S\big]\\
&=\mathrm{tr}\big[T(W-W_0)^\dagger(W-W_0)T\big]=\|(W-W_0)T\|^2 .
\end{aligned}$$

The second equality holds because $W^\dagger W+W_0^\dagger W_0=2$, with $2$ standing for twice the unit matrix. If the excess vanishes, then $(W-W_0)T=0$. Multiplication by $T^{-1}$ from the right gives $W=W_0$.

## Definitions, lemmas and the minimization theorem in Lean

```lean
import Mathlib

open Matrix
open scoped ComplexOrder

namespace SymmetricOrthogonalization

noncomputable section

variable {n m : Type*} [Fintype n] [Fintype m] [DecidableEq m]

/-- The squared Frobenius norm: the sum of the squared moduli of all entries. -/
def frobSq (A : Matrix n m ℂ) : ℝ := ∑ i, ∑ j, ‖A i j‖ ^ 2

/-- The function `f` of a Hermitian matrix, applied to its eigenvalues in its eigenbasis. -/
def hermFun {G : Matrix m m ℂ} (hG : G.IsHermitian) (f : ℝ → ℝ) : Matrix m m ℂ :=
  (hG.eigenvectorUnitary : Matrix m m ℂ) * diagonal (fun i => (f (hG.eigenvalues i) : ℂ)) *
    (hG.eigenvectorUnitary : Matrix m m ℂ)ᴴ

/-- The matrix `V†PV`. For `P` a Hermitian projector it is the overlap matrix of the atomic states
after projection. -/
def overlap (P : Matrix n n ℂ) (V : Matrix n m ℂ) : Matrix m m ℂ := Vᴴ * P * V

omit [Fintype m] [DecidableEq m] in
/-- The overlap matrix is Hermitian when `P` is. -/
theorem overlap_isHermitian {P : Matrix n n ℂ} (hP : P.IsHermitian) (V : Matrix n m ℂ) :
    (overlap P V).IsHermitian := by
  unfold Matrix.IsHermitian overlap
  simp only [conjTranspose_mul, conjTranspose_conjTranspose, hP.eq, Matrix.mul_assoc]

/-- The symmetrically orthogonalized states `PV(V†PV)^(-1/2)`, for `P` a Hermitian projector and
`PV` of full column rank. -/
def lowdin {P : Matrix n n ℂ} (hP : P.IsHermitian) (V : Matrix n m ℂ) : Matrix n m ℂ :=
  P * V * hermFun (overlap_isHermitian hP V) (fun x => (√x)⁻¹)

omit [DecidableEq m] in
/-- The squared Frobenius norm of `A` is the trace of `A†A`. -/
theorem frobSq_eq_trace (A : Matrix n m ℂ) : (frobSq A : ℂ) = trace (Aᴴ * A) := by
  simp only [frobSq, trace, diag_apply, mul_apply, conjTranspose_apply]
  push_cast
  rw [Finset.sum_comm]
  refine Finset.sum_congr rfl fun j _ => Finset.sum_congr rfl fun i _ => ?_
  exact (Complex.conj_mul' (A i j)).symm

omit [DecidableEq m] in
/-- A nonzero matrix has positive Frobenius norm. -/
theorem frobSq_pos {A : Matrix n m ℂ} (hA : A ≠ 0) : 0 < frobSq A := by
  obtain ⟨i, j, hij⟩ : ∃ i j, A i j ≠ 0 := by
    by_contra! h
    exact hA (Matrix.ext h)
  exact Finset.sum_pos' (fun _ _ => Finset.sum_nonneg fun _ _ => sq_nonneg _)
    ⟨i, Finset.mem_univ _, Finset.sum_pos' (fun _ _ => sq_nonneg _)
      ⟨j, Finset.mem_univ _, pow_pos (norm_pos_iff.mpr hij) 2⟩⟩

/-- Real functions of one Hermitian matrix multiply like the functions themselves and are Hermitian.
The identity function returns the matrix, and a function equal to one on all eigenvalues gives the
unit matrix. -/
theorem hermFun_rules {G : Matrix m m ℂ} (hG : G.IsHermitian) :
    (∀ f g, hermFun hG f * hermFun hG g = hermFun hG (fun x => f x * g x)) ∧
    (∀ f, (hermFun hG f)ᴴ = hermFun hG f) ∧ hermFun hG (fun x => x) = G ∧
    (∀ f, (∀ i, f (hG.eigenvalues i) = 1) → hermFun hG f = 1) := by
  have hU := mem_unitaryGroup_iff'.mp hG.eigenvectorUnitary.2
  have hU' := mem_unitaryGroup_iff.mp hG.eigenvectorUnitary.2
  rw [star_eq_conjTranspose] at hU hU'
  refine ⟨fun f g => ?_, fun f => ?_, ?_, fun f hf => ?_⟩
  · have h (U D E : Matrix m m ℂ) (h1 : Uᴴ * U = 1) :
        U * D * Uᴴ * (U * E * Uᴴ) = U * (D * E) * Uᴴ := by
      calc _ = U * D * (Uᴴ * U) * E * Uᴴ := by simp only [Matrix.mul_assoc]
        _ = _ := by rw [h1, Matrix.mul_one, Matrix.mul_assoc U D E]
    unfold hermFun
    rw [h _ _ _ hU, diagonal_mul_diagonal]
    simp only [Complex.ofReal_mul]
  · have hD (d : m → ℝ) : (diagonal (fun i => (d i : ℂ)))ᴴ = diagonal (fun i => (d i : ℂ)) := by
      rw [diagonal_conjTranspose]
      congr 1
      funext i
      exact Complex.conj_ofReal _
    unfold hermFun
    rw [conjTranspose_mul, conjTranspose_mul, conjTranspose_conjTranspose,
      hD (fun i => f (hG.eigenvalues i)), Matrix.mul_assoc]
  · have hd (d : m → ℝ) : (RCLike.ofReal ∘ d : m → ℂ) = fun i => (d i : ℂ) := rfl
    have h := hG.spectral_theorem
    simp only [Unitary.conjStarAlgAut_apply, star_eq_conjTranspose, hd] at h
    exact h.symm
  · unfold hermFun
    simp only [hf, Complex.ofReal_one, diagonal_one, Matrix.mul_one]
    exact hU'

variable {P : Matrix n n ℂ} {V : Matrix n m ℂ}

/-- If `P` is a Hermitian projector and `PV` has full column rank, all eigenvalues of the
overlap matrix are positive. -/
theorem overlap_eigenvalues_pos (hP : P.IsHermitian) (hPP : P * P = P)
    (hr : (P * V).rank = Fintype.card m) (i : m) :
    0 < (overlap_isHermitian hP V).eigenvalues i := by
  -- full rank means that no combination of the projected states with a nonzero coefficient vanishes
  have hinj : Function.Injective (P * V).mulVec := by
    have h := LinearMap.finrank_range_add_finrank_ker (P * V).mulVecLin
    rw [Module.finrank_fintype_fun_eq_card] at h
    change (P * V).rank + _ = _ at h
    have h0 : Module.finrank ℂ (LinearMap.ker (P * V).mulVecLin) = 0 := by omega
    exact LinearMap.ker_eq_bot.mp (Submodule.finrank_eq_zero.mp h0)
  have hG : overlap P V = (P * V)ᴴ * (P * V) := by
    rw [conjTranspose_mul, hP.eq, Matrix.mul_assoc, ← Matrix.mul_assoc P P V, hPP,
      overlap, Matrix.mul_assoc]
  have hpd : (overlap P V).PosDef := by
    rw [hG]
    exact PosDef.conjTranspose_mul_self _ hinj
  exact hpd.eigenvalues_pos i

/-- For a Hermitian projector `P` and `PV` of full column rank, the symmetrically orthogonalized
states are orthonormal and lie in the range of `P`. Multiplied twice by the fourth root of the
overlap they give back `PV`. -/
theorem lowdin_spec (hP : P.IsHermitian) (hPP : P * P = P)
    (hr : (P * V).rank = Fintype.card m) :
    (lowdin hP V)ᴴ * lowdin hP V = 1 ∧ P * lowdin hP V = lowdin hP V ∧
    lowdin hP V * (hermFun (overlap_isHermitian hP V) (fun x => √(√x)) *
      hermFun (overlap_isHermitian hP V) (fun x => √(√x))) = P * V := by
  have hpos := overlap_eigenvalues_pos hP hPP hr
  obtain ⟨hmul, hherm, hid, hone⟩ := hermFun_rules (overlap_isHermitian hP V)
  unfold lowdin
  refine ⟨?_, ?_, ?_⟩
  · have h (R : Matrix m m ℂ) (hR : Rᴴ = R) :
        (P * V * R)ᴴ * (P * V * R) = R * overlap P V * R := by
      rw [conjTranspose_mul, hR, conjTranspose_mul, hP.eq]
      simp only [overlap, Matrix.mul_assoc]
      rw [← Matrix.mul_assoc P P, hPP]
    have hx (x : ℝ) (h0 : 0 < x) : (√x)⁻¹ * x * (√x)⁻¹ = 1 := by
      have hs := (Real.sqrt_pos.mpr h0).ne'
      calc (√x)⁻¹ * x * (√x)⁻¹ = (√x)⁻¹ * (√x * √x) * (√x)⁻¹ := by
            rw [Real.mul_self_sqrt h0.le]
        _ = 1 := by field_simp
    have h2 := hmul (fun x => (√x)⁻¹) (fun x => x)
    rw [hid] at h2
    rw [h _ (hherm _), h2, hmul]
    exact hone _ fun i => hx _ (hpos i)
  · rw [← Matrix.mul_assoc, ← Matrix.mul_assoc, hPP]
  · have hx (x : ℝ) (h0 : 0 < x) : (√x)⁻¹ * (√(√x) * √(√x)) = 1 := by
      rw [Real.mul_self_sqrt (Real.sqrt_nonneg x), inv_mul_cancel₀ (Real.sqrt_pos.mpr h0).ne']
    rw [Matrix.mul_assoc, hmul (fun x => √(√x)), hmul, hone _ fun i => hx _ (hpos i),
      Matrix.mul_one]

/-- For Hermitian `P` and orthonormal states `W` with `PW = W`, the squared distance to `V` depends
on `W` only through its overlap with `PV`. -/
theorem distance_expand (hP : P.IsHermitian) {W : Matrix n m ℂ} (h1 : Wᴴ * W = 1)
    (h2 : P * W = W) : (frobSq (W - V) : ℂ) = Fintype.card m + trace (Vᴴ * V)
      - trace (Wᴴ * (P * V)) - trace ((P * V)ᴴ * W) := by
  have a : Wᴴ * (P * V) = Wᴴ * V := by
    rw [← Matrix.mul_assoc]
    congr 1
    simpa only [conjTranspose_mul, hP.eq] using congrArg conjTranspose h2
  have b : (P * V)ᴴ * W = Vᴴ * W := by
    rw [conjTranspose_mul, hP.eq, Matrix.mul_assoc, h2]
  rw [frobSq_eq_trace, a, b, conjTranspose_sub, Matrix.sub_mul, Matrix.mul_sub,
    Matrix.mul_sub, h1]
  simp only [trace_sub, trace_one]
  ring

/-- Let `P` be Hermitian, `W` and `Q` orthonormal sets of states with `PW = W` and `PQ = Q`, and
`PV = QT²` with `T` Hermitian. Then the squared distance from `W` to `V` exceeds that from `Q`
to `V` by the squared norm of `(W - Q)T`. -/
theorem excess_distance (hP : P.IsHermitian) {W Q : Matrix n m ℂ} {T : Matrix m m ℂ}
    (h1 : Wᴴ * W = 1) (h2 : P * W = W) (k1 : Qᴴ * Q = 1) (k2 : P * Q = Q)
    (hT : Tᴴ = T) (hQ : Q * (T * T) = P * V) :
    frobSq (W - V) = frobSq (Q - V) + frobSq ((W - Q) * T) := by
  obtain ⟨S, hTT⟩ : ∃ S, T * T = S := ⟨_, rfl⟩
  have hS : Sᴴ = S := by rw [← hTT, conjTranspose_mul, hT]
  rw [hTT] at hQ
  -- move one factor T around the trace
  have e : trace (((W - Q) * T)ᴴ * ((W - Q) * T)) = trace ((W - Q)ᴴ * (W - Q) * S) := by
    rw [conjTranspose_mul, hT, Matrix.mul_assoc, trace_mul_comm, ← hTT]
    simp only [Matrix.mul_assoc]
  have c (X : Matrix n m ℂ) : trace ((Q * S)ᴴ * X) = trace (Qᴴ * X * S) := by
    rw [conjTranspose_mul, hS, Matrix.mul_assoc, trace_mul_comm]
  apply Complex.ofReal_injective
  rw [Complex.ofReal_add, distance_expand hP h1 h2, distance_expand hP k1 k2,
    frobSq_eq_trace, ← hQ, e, c W, c Q, ← Matrix.mul_assoc Wᴴ Q S, ← Matrix.mul_assoc Qᴴ Q S,
    conjTranspose_sub, Matrix.sub_mul, Matrix.mul_sub, Matrix.mul_sub, h1, k1]
  simp only [Matrix.sub_mul, trace_sub]
  ring

/-- Let `P` be a Hermitian projector and `PV` of full column rank. Among orthonormal sets of states
in the range of `P`, the set `PV(V†PV)^(-1/2)` is the unique one closest to `V` in Frobenius norm. -/
theorem lowdin_unique_closest (hP : P.IsHermitian) (hPP : P * P = P)
    (hr : (P * V).rank = Fintype.card m) :
    ((lowdin hP V)ᴴ * lowdin hP V = 1 ∧ P * lowdin hP V = lowdin hP V) ∧
    ∀ W : Matrix n m ℂ, Wᴴ * W = 1 → P * W = W → W ≠ lowdin hP V →
      frobSq (lowdin hP V - V) < frobSq (W - V) := by
  obtain ⟨k1, k2, k3⟩ := lowdin_spec hP hPP hr
  obtain ⟨hmul, hherm, -, hone⟩ := hermFun_rules (overlap_isHermitian hP V)
  refine ⟨⟨k1, k2⟩, fun W h1 h2 hne => ?_⟩
  rw [excess_distance hP h1 h2 k1 k2 (hherm _) k3]
  refine lt_add_of_pos_right _ (frobSq_pos fun h => hne ?_)
  -- the fourth root of the overlap is invertible, so the excess cannot vanish
  have hx (x : ℝ) (h0 : 0 < x) : √(√x) * (√(√x))⁻¹ = 1 :=
    mul_inv_cancel₀ (Real.sqrt_pos.mpr (Real.sqrt_pos.mpr h0)).ne'
  have hinv := (hmul (fun x => √(√x)) (fun x => (√(√x))⁻¹)).trans
    (hone _ fun i => hx _ (overlap_eigenvalues_pos hP hPP hr i))
  have h0 := congrArg (· * hermFun (overlap_isHermitian hP V) (fun x => (√(√x))⁻¹)) h
  simp only [Matrix.mul_assoc, hinv, Matrix.mul_one, Matrix.zero_mul] at h0
  exact sub_eq_zero.mp h0

/-- The projector on the symmetric combination of two sites. -/
def bondProjector : Matrix (Fin 2) (Fin 2) ℂ := !![1/2, 1/2; 1/2, 1/2]

/-- The atomic state on the first of two sites. -/
def siteState : Matrix (Fin 2) (Fin 1) ℂ := !![1; 0]

/-- The bond projector is a Hermitian projector, and the projected site state has full
column rank. -/
theorem lowdin_witness : bondProjector.IsHermitian ∧
    bondProjector * bondProjector = bondProjector ∧
    (bondProjector * siteState).rank = Fintype.card (Fin 1) := by
  refine ⟨Matrix.IsHermitian.ext fun i j => ?_, ?_, ?_⟩
  · fin_cases i <;> fin_cases j <;> simp [bondProjector]
  · ext i j
    fin_cases i <;> fin_cases j <;>
      norm_num [bondProjector, Matrix.mul_apply, Fin.sum_univ_succ]
  · rw [← rank_conjTranspose_mul_self]
    apply rank_of_isUnit
    rw [isUnit_iff_isUnit_det, isUnit_iff_ne_zero, det_fin_one]
    norm_num [bondProjector, siteState, Matrix.mul_apply, Fin.sum_univ_succ]

end

end SymmetricOrthogonalization
```

```lean
#print axioms SymmetricOrthogonalization.lowdin_unique_closest
```

```
'SymmetricOrthogonalization.lowdin_unique_closest' depends on axioms: [propext, Classical.choice, Quot.sound]
```

## The minimization theorem in words

The main theorem is `lowdin_unique_closest`. The finite types `n` and `m` label the basis functions and the atomic states, and `Fintype.card m` is the number $m$ used above. The matrix `overlap P V` is $G$, and `frobSq` is the squared Frobenius norm. The expression `hermFun hG f` applies a real function `f` to the eigenvalues of a Hermitian matrix in its eigenbasis, so `lowdin hP V` is $W_0$.

The hypotheses `hP` and `hPP` say that $P$ is a Hermitian projector, and `hr` is the rank condition on $PV$. The rank of $P$ itself is not fixed; `hr` only forces it to be at least $m$. The columns of $V$ need be neither normalised nor orthogonal.

The conclusion first states that $W_0$ satisfies the two constraints. It then states that every different `W` satisfying them has a strictly larger squared distance from $V$. Together these give minimality and uniqueness.

## How the lemmas produce the strict inequality

- `hermFun_rules` supplies the algebra of $G^s$: products, Hermiticity, recovery of $G$ and the unit matrix. It follows from the spectral theorem and the unitarity of the eigenvector matrix.
- `overlap_eigenvalues_pos` turns the rank condition into an injective map by counting dimensions, and then obtains a positive definite $G$.
- `lowdin_spec` proves the two constraints for $W_0$ and the factorization $W_0T^2=PV$. Orthonormality and the factorization each reduce to an identity for positive real numbers, applied to every eigenvalue; $PW_0=W_0$ follows from $P^2=P$.
- `distance_expand` is the trace formula for $\|W-V\|^2$, with `frobSq_eq_trace` converting between entries and traces.
- `excess_distance` is the identity for the excess, with `Q` in the role of $W_0$. The auxiliary equations `e` and `c` move factors around the trace, and `ring` collects the remaining terms.

In the main theorem, `frobSq_pos` reduces strict inequality to showing that $(W-W_0)T$ is nonzero. If it were zero, multiplying by the inverse fourth root would give $W=W_0$, contrary to assumption.

## What a code may take from the theorem

The theorem licenses replacing a constrained search for the orthonormal set closest to $V$ by one matrix formula, provided that the projected states are linearly independent. Without that condition uniqueness can fail. In the two-site case, the antibonding state $v=(1,-1)^T/\sqrt2$ projects to zero, and every phase of the bonding state is equally far from it.

The inner product is the standard one on $\mathbb C^n$. For coefficients in a nonorthogonal atomic-orbital basis, the theorem applies after a transformation to an orthonormal basis. "Closest" refers to the sum over all states, so an individual column of $W_0$ need not be the closest choice for its own atomic state.

The matrices have complex entries without rounding. The theorem gives no error bound for a computed inverse square root, which becomes sensitive when an eigenvalue of $G$ is small, and no threshold for discarding states. It also takes $P$ as given: whether the chosen energy window describes the physics well is a separate question.

The lemma `lowdin_witness` confirms that the two-site projector and site state satisfy the hypotheses; the distances in that example were worked out by hand.
